# The 1/p error in the moments of a one-dimensional Gaussian pair density treated as a point charge

Two s-type Gaussians on different centres multiply to a single Gaussian, whose exponent $p$ is the sum of the two. When $p$ is large, this pair density is narrow and looks like a point charge. In the vertical recurrence for one-dimensional overlap integrals, which here raises angular momentum on one centre while the other keeps its s function, the width enters through a lowering term proportional to $1/(2p)$. How large is the error if that term is dropped?

```lean
import Mathlib

open MeasureTheory Filter Topology

namespace PointChargeLimit

noncomputable section
```

## The density and its two recurrences

Put the origin at the centre that carries the angular momentum, and let $D$ be the position of the pair density along one axis. Scaled to unit charge, the density is

$$\rho(x)=\sqrt{p/\pi}\;e^{-p(x-D)^2}.$$

```lean
/-- The normalised one-dimensional Gaussian pair density of exponent `p > 0` centred at `D`. -/
def pairDensity (D p x : ℝ) : ℝ :=
  Real.sqrt (p / Real.pi) * Real.exp (-p * (x - D) ^ 2)
```

Its moments are $\mu_n=\int x^n\rho(x)\,dx$, with the integral taken over the whole line.

```lean
/-- The `n`-th moment of the Gaussian pair density about the origin. -/
def densityMoment (D p : ℝ) (n : ℕ) : ℝ :=
  ∫ x : ℝ, x ^ n * pairDensity D p x
```

The recurrence defines numbers $M_n$ without reference to an integral:

$$M_0=1,\quad M_1=D,\quad M_{n+2}=D\,M_{n+1}+\frac{(n+1)M_n}{2p}.$$

```lean
/-- The vertical recurrence, for `p ≠ 0`: each new moment is `D` times the previous one
plus an angular-momentum-lowering term proportional to `1 / (2 p)`. -/
def moment (D p : ℝ) : ℕ → ℝ
  | 0 => 1
  | 1 => D
  | n + 2 => D * moment D p (n + 1) + ((n : ℝ) + 1) * moment D p n / (2 * p)
```

Without the lowering term, only $P_0=1$ and $P_{n+1}=D\,P_n$ remain.

```lean
/-- The vertical recurrence with the angular-momentum-lowering term dropped. -/
def pointMoment (D : ℝ) : ℕ → ℝ
  | 0 => 1
  | n + 1 => D * pointMoment D n
```

## The recurrence computes the true moments

The integrals must first converge. With $y=x-D$, the integrand contains $(y+D)^n e^{-py^2}$. Since

$$y^k(y+D)^{m+1}=y^{k+1}(y+D)^m+D\,y^k(y+D)^m,$$

induction on $m$ reduces everything to $y^k e^{-py^2}$, which is integrable for $p>0$.

```lean
/-- Every natural-number power of the coordinate is integrable against a pair density of exponent
`p > 0`. -/
theorem integrable_pow_mul_pairDensity (D : ℝ) {p : ℝ} (hp : 0 < p) (n : ℕ) :
    Integrable (fun x : ℝ => x ^ n * pairDensity D p x) := by
  -- work in the coordinate centred on the Gaussian, then shift back
  have aux : ∀ m k : ℕ,
      Integrable (fun y : ℝ => y ^ k * (y + D) ^ m * Real.exp (-p * y ^ 2)) := by
    intro m
    induction m with
    | zero =>
      intro k
      have hk : (-1 : ℝ) < (k : ℝ) := by
        have : (0 : ℝ) ≤ k := Nat.cast_nonneg k
        linarith
      have h := integrable_rpow_mul_exp_neg_mul_sq hp hk
      simpa [Real.rpow_natCast] using h
    | succ m ih =>
      intro k
      refine ((ih (k + 1)).add ((ih k).const_mul D)).congr (Eventually.of_forall fun y => ?_)
      simp only [Pi.add_apply]
      ring
  have h := ((aux n 0).comp_sub_right D).const_mul (Real.sqrt (p / Real.pi))
  refine h.congr (Eventually.of_forall fun x => ?_)
  simp only [pairDensity, pow_zero, one_mul, sub_add_cancel]
  ring
```

The chain rule gives $\rho'(x)=-2p(x-D)\rho(x)$.

```lean
/-- The slope of the pair density at `x` is `-2 p (x - D)` times the density. -/
theorem hasDerivAt_pairDensity (D p x : ℝ) :
    HasDerivAt (pairDensity D p) (-2 * p * (x - D) * pairDensity D p x) x := by
  have h := ((((hasDerivAt_id' x).sub_const D).fun_pow 2).const_mul (-p)).exp.const_mul
    (Real.sqrt (p / Real.pi))
  refine h.congr_deriv ?_
  simp only [pairDensity, Nat.cast_ofNat]
  ring
```

The shift $y=x-D$ and $\int e^{-py^2}dy=\sqrt{\pi/p}$ give $\mu_0=1$.

```lean
/-- A pair density of exponent `p > 0` carries unit charge. -/
theorem densityMoment_zero (D : ℝ) {p : ℝ} (hp : 0 < p) : densityMoment D p 0 = 1 := by
  have hs : ∫ x : ℝ, Real.exp (-p * (x - D) ^ 2) = ∫ y : ℝ, Real.exp (-p * y ^ 2) :=
    integral_sub_right_eq_self (fun y : ℝ => Real.exp (-p * y ^ 2)) D
  have h1 : p / Real.pi * (Real.pi / p) = 1 := by
    have := Real.pi_ne_zero
    field_simp
  simp only [densityMoment, pairDensity, pow_zero, one_mul]
  rw [integral_const_mul, hs, integral_gaussian, ← Real.sqrt_mul (by positivity), h1,
    Real.sqrt_one]
```

Now integrate the derivative of $x^n\rho$ over the line:

$$0=\int\frac{d}{dx}\bigl(x^n\rho\bigr)dx=n\,\mu_{n-1}+2pD\,\mu_n-2p\,\mu_{n+1}.$$

Solving for $\mu_{n+1}$ gives the vertical recurrence; at $n=0$ the first term is absent.

The vanishing of the left side comes from Mathlib's `integral_eq_zero_of_hasDerivAt_of_integrable`. By hand one would show that $x^n\rho$ tends to zero at both ends. The Mathlib theorem asks instead for a derivative at every point and for integrability of both the function and its derivative. The derivative is a combination of powers times $\rho$, so the integrability result above supplies both integrability conditions and no boundary limit has to be computed.

```lean
/-- For `p > 0` the moments of the Gaussian pair density obey the vertical recurrence;
at `n = 0` the lowering term has coefficient zero. -/
theorem densityMoment_succ (D : ℝ) {p : ℝ} (hp : 0 < p) (n : ℕ) :
    densityMoment D p (n + 1) =
      D * densityMoment D p n + (n : ℝ) * densityMoment D p (n - 1) / (2 * p) := by
  have i1 : Integrable (fun x : ℝ => (n : ℝ) * (x ^ (n - 1) * pairDensity D p x)) :=
    (integrable_pow_mul_pairDensity D hp (n - 1)).const_mul _
  have i2 : Integrable (fun x : ℝ => 2 * p * D * (x ^ n * pairDensity D p x)) :=
    (integrable_pow_mul_pairDensity D hp n).const_mul _
  have i3 : Integrable (fun x : ℝ => 2 * p * (x ^ (n + 1) * pairDensity D p x)) :=
    (integrable_pow_mul_pairDensity D hp (n + 1)).const_mul _
  have i12 : Integrable (fun x : ℝ => (n : ℝ) * (x ^ (n - 1) * pairDensity D p x)
      + 2 * p * D * (x ^ n * pairDensity D p x)) := i1.add i2
  have hd : ∀ x : ℝ, HasDerivAt (fun x : ℝ => x ^ n * pairDensity D p x)
      ((n : ℝ) * (x ^ (n - 1) * pairDensity D p x)
        + 2 * p * D * (x ^ n * pairDensity D p x)
        - 2 * p * (x ^ (n + 1) * pairDensity D p x)) x := by
    intro x
    refine ((hasDerivAt_pow n x).fun_mul (hasDerivAt_pairDensity D p x)).congr_deriv ?_
    ring
  -- the integral of a total derivative over the whole line vanishes
  have h0 := integral_eq_zero_of_hasDerivAt_of_integrable hd (i12.sub i3)
    (integrable_pow_mul_pairDensity D hp n)
  rw [integral_sub i12 i3, integral_add i1 i2, integral_const_mul, integral_const_mul,
    integral_const_mul] at h0
  have h : (n : ℝ) * densityMoment D p (n - 1)
      = 2 * p * (densityMoment D p (n + 1) - D * densityMoment D p n) := by
    simp only [densityMoment]
    linarith
  have h2 : 2 * p ≠ 0 := by positivity
  rw [h, mul_div_cancel_left₀ _ h2]
  ring
```

The sequences $M_n$ and $\mu_n$ have the same first two members and obey the same recurrence, so they agree for every $p>0$.

```lean
/-- For `p > 0` the vertical recurrence computes the moments of the Gaussian pair density. -/
theorem moment_eq_densityMoment (D : ℝ) {p : ℝ} (hp : 0 < p) :
    ∀ n : ℕ, moment D p n = densityMoment D p n
  | 0 => by rw [moment, densityMoment_zero D hp]
  | 1 => by
    have h := densityMoment_succ D hp 0
    simpa [moment, densityMoment_zero D hp] using h.symm
  | n + 2 => by
    have h := densityMoment_succ D hp (n + 1)
    rw [Nat.add_sub_cancel, Nat.cast_add, Nat.cast_one] at h
    rw [moment, moment_eq_densityMoment D hp (n + 1), moment_eq_densityMoment D hp n]
    exact h.symm
```

## The point-charge limit

The truncated recurrence multiplies by $D$ at each step, so $P_n=D^n$, the moment of a unit point charge at $D$.

```lean
/-- Without the lowering term the recurrence gives `D ^ n`, the `n`-th moment of a unit
point charge at `D`. -/
theorem pointMoment_eq_pow (D : ℝ) (n : ℕ) : pointMoment D n = D ^ n := by
  induction n with
  | zero => simp [pointMoment]
  | succ n ih => rw [pointMoment, ih, pow_succ']
```

For fixed $D$, $M_n\to D^n$ as $p\to\infty$. This holds for $n=0,1$ at once. If it holds for $n$ and $n+1$, the lowering term is a convergent quantity divided by $2p$ and vanishes, leaving $M_{n+2}\to D\cdot D^{n+1}$.

```lean
/-- As the exponent `p` grows, each moment tends to that of a unit point charge at `D`. -/
theorem moment_tendsto (D : ℝ) :
    ∀ n : ℕ, Tendsto (fun p : ℝ => moment D p n) atTop (𝓝 (D ^ n))
  | 0 => by simp [moment]
  | 1 => by simp [moment]
  | n + 2 => by
    have h2 : Tendsto (fun p : ℝ => 2 * p) atTop atTop :=
      tendsto_id.const_mul_atTop two_pos
    have h := ((moment_tendsto D (n + 1)).const_mul D).add
      (((moment_tendsto D n).const_mul ((n : ℝ) + 1)).div_atTop h2)
    have e : D * D ^ (n + 1) + 0 = D ^ (n + 2) := by ring
    rw [e] at h
    simpa only [moment] using h
```

## The first-order error

Let $E_n=p(M_n-D^n)$. For $p\neq0$, the recurrence gives

$$E_{k+2}=D\,E_{k+1}+\frac{k+1}{2}M_k.$$

If $E_{k+1}\to L$, then $E_{k+2}\to DL+\frac{k+1}{2}D^k$; this is `step` in the proof. Starting from $E_1=0$, we get $E_2\to\frac12$. If $E_{k+2}\to\frac{(k+2)(k+1)}{4}D^k$, then

$$E_{k+3}\to\frac{(k+2)(k+1)}{4}D^{k+1}+\frac{k+2}{2}D^{k+1}=\frac{(k+3)(k+2)}{4}D^{k+1}.$$

The theorem reads: for every real $D$ and natural $n$, $p(M_{n+2}-P_{n+2})$ tends to $(n+2)(n+1)D^n/4$. Here `atTop` means $p\to\infty$ and `𝓝` marks the limit. Writing the order as $n+2$ covers all orders from two upwards; orders zero and one have no error.

```lean
/-- The moment of order `n + 2` from the full recurrence minus the one computed without the lowering
term, multiplied by `p`, tends to `(n + 2) (n + 1) D ^ n / 4` as `p` tends to infinity. -/
theorem point_charge_error (D : ℝ) (n : ℕ) :
    Tendsto (fun p : ℝ => p * (moment D p (n + 2) - pointMoment D (n + 2))) atTop
      (𝓝 (((n : ℝ) + 2) * ((n : ℝ) + 1) / 4 * D ^ n)) := by
  simp only [pointMoment_eq_pow]
  -- the scaled error obeys a recurrence driven by the lowering term
  have step : ∀ (k : ℕ) (L : ℝ),
      Tendsto (fun p : ℝ => p * (moment D p (k + 1) - D ^ (k + 1))) atTop (𝓝 L) →
      Tendsto (fun p : ℝ => p * (moment D p (k + 2) - D ^ (k + 2))) atTop
        (𝓝 (D * L + ((k : ℝ) + 1) / 2 * D ^ k)) := by
    intro k L h
    refine ((h.const_mul D).add
      ((moment_tendsto D k).const_mul (((k : ℝ) + 1) / 2))).congr' ?_
    filter_upwards [eventually_ne_atTop (0 : ℝ)] with p hp
    have hl : p * (((k : ℝ) + 1) * moment D p k / (2 * p))
        = ((k : ℝ) + 1) / 2 * moment D p k := by
      field_simp
    rw [moment]
    linear_combination -hl
  induction n with
  | zero =>
    have h := step 0 0 (by simp [moment])
    convert h using 2
    norm_num
  | succ k ih =>
    have h := step (k + 1) _ ih
    convert h using 2
    push_cast
    ring
```

For $D\neq0$, division by $P_{n+2}=D^{n+2}$ gives the error relative to the point-charge moment, $M_{n+2}/P_{n+2}-1$.

```lean
/-- For `D ≠ 0` the ratio of the full moment of order `n + 2` to the point-charge moment, minus one
and then multiplied by `p`, tends to `(n + 2) (n + 1) / (4 D ^ 2)` as `p` tends to infinity. -/
theorem point_charge_relative_error {D : ℝ} (hD : D ≠ 0) (n : ℕ) :
    Tendsto (fun p : ℝ => p * (moment D p (n + 2) / pointMoment D (n + 2) - 1)) atTop
      (𝓝 (((n : ℝ) + 2) * ((n : ℝ) + 1) / (4 * D ^ 2))) := by
  have h := (point_charge_error D n).div_const (D ^ (n + 2))
  simp only [pointMoment_eq_pow] at h ⊢
  have hne : D ^ (n + 2) ≠ 0 := pow_ne_zero _ hD
  have e : ((n : ℝ) + 2) * ((n : ℝ) + 1) / 4 * D ^ n / D ^ (n + 2)
      = ((n : ℝ) + 2) * ((n : ℝ) + 1) / (4 * D ^ 2) := by
    rw [pow_add]
    field_simp
  rw [e] at h
  refine h.congr fun p => ?_
  rw [mul_div_assoc, sub_div, div_self hne]

end

end PointChargeLimit
```

At $D=0$ the relative statement fails already for $n=0$: $M_2=1/(2p)$ while $P_2=0$. Lean sets the quotient to zero, so the scaled expression is $-p$, which diverges. The limit for the absolute error still holds at $D=0$, but for $n\ge1$ it is zero: the error then falls off faster than $1/p$. This happens along any axis perpendicular to the line joining the two centres.

For one-dimensional moments of an s-type pair density, the result estimates what a point-charge treatment of a tight pair costs. It keeps $D$ fixed as $p$ grows and contains no Coulomb kernel, so it gives no error estimate for electron-repulsion integrals.

```lean
#print axioms PointChargeLimit.moment_eq_densityMoment
#print axioms PointChargeLimit.point_charge_relative_error
```

```
'PointChargeLimit.moment_eq_densityMoment' depends on axioms: [propext, Classical.choice, Quot.sound]
'PointChargeLimit.point_charge_relative_error' depends on axioms: [propext, Classical.choice, Quot.sound]
```
